# Nested commutators of a one-mode boson Hamiltonian with a cluster operator p(b) vanish beyond the number of annihilators

Let $a$ and $b$ be elements of an associative algebra over the rational numbers with $ab-ba=1$. Let $T=p(b)$ for a polynomial $p$ with rational coefficients, and write $D(X)=XT-TX$. Then, for every natural number $k$,

$$D(a)=p'(b),\qquad D^k(a^k)=k!\,p'(b)^k,\qquad D^n(a^k)=0\ \text{ for all } n>k .$$

For a Hamiltonian $H=\sum_{m=0}^{k}q_m(b)\,a^m$ with polynomials $q_m$, it follows that

$$D^k(H)=k!\,q_k(b)\,p'(b)^k,\qquad D^{k+1}(H)=0 .$$

Here $a$ is the annihilator of a single boson mode, $b$ is its creation operator, and $T$ is the cluster operator. For one mode with a polynomial $T$, this is the reason that the commutator expansion of a coupled-cluster Hamiltonian is finite. The fourfold limit for electrons with two-body interactions is a related statement about fermions, and it is not proved here.

## The algebra and the commutator

The type `A` is a ring, in general noncommutative, with rational numbers as scalars. No Hilbert space is chosen, and $b$ is not required to be the adjoint of $a$. The canonical commutation relation enters later as the hypothesis `h : a * b - b * a = 1`.

```lean
import Mathlib

open Polynomial

namespace BosonicCoupledCluster

noncomputable section

variable {A : Type*} [Ring A] [Algebra ℚ A]
```

The map $D$ is right multiplication by $T$ minus left multiplication by $T$, so $D(X)=[X,T]$. This order fixes the signs: it is the one that occurs in $e^{-T}Xe^{T}$. Since $D$ is a linear map from `A` to itself, its power $D^n$ is the $n$-fold nested commutator $[\dots[[X,T],T]\dots,T]$.

```lean
/-- The commutator with the cluster operator, `D(X) = X T - T X`, as a linear map. -/
def clusterComm (T : A) : A →ₗ[ℚ] A :=
  LinearMap.mulRight ℚ T - LinearMap.mulLeft ℚ T
```

In a normal-ordered Hamiltonian all creation operators stand to the left of all annihilators. Collecting the terms with the same power of $a$ gives

$$H=\sum_{m=0}^{k}q_m(b)\,a^m .$$

In the code, `aeval b (q m)` is the polynomial $q_m$ evaluated at the operator $b$, and `Finset.range (k + 1)` runs over $m=0,\dots,k$. The coefficients are arbitrary, so $H$ need not be Hermitian, and $q_k$ may be zero.

```lean
/-- A normal-ordered Hamiltonian with at most `k` annihilators: the sum of `q_m(b) a^m`
over `m ≤ k`, with creation operators on the left. -/
def normalOrdered (a b : A) (q : ℕ → ℚ[X]) (k : ℕ) : A :=
  ∑ m ∈ Finset.range (k + 1), aeval b (q m) * a ^ m
```

The nested commutators are built one at a time, $D^{n+1}(Y)=D(D^n(Y))$. The inductions below use this relation in both directions.

```lean
/-- The `(n+1)`-fold nested commutator is the commutator of the `n`-fold one. -/
theorem nested_succ (T : A) (n : ℕ) (Y : A) :
    (clusterComm T ^ (n + 1)) Y = clusterComm T ((clusterComm T ^ n) Y) := by
  rw [pow_succ', Module.End.mul_apply]
```

## One commutator

The commutator with a fixed operator acts like a derivative. Adding and subtracting $YTZ$ gives

$$YZT-TYZ=(YT-TY)Z+Y(ZT-TZ),$$

which is $D(YZ)=D(Y)Z+Y\,D(Z)$. The proof unfolds $D$ and lets `noncomm_ring` compare the two sides without changing the order of factors.

```lean
/-- The commutator with the cluster operator obeys the product rule. -/
theorem clusterComm_mul (T Y Z : A) :
    clusterComm T (Y * Z) = clusterComm T Y * Z + Y * clusterComm T Z := by
  change Y * Z * T - T * (Y * Z) = (Y * T - T * Y) * Z + Y * (Z * T - T * Z)
  noncomm_ring
```

Two polynomials in the same operator commute, $q(b)p(b)=p(b)q(b)$, and therefore $D(q(b))=0$. In Lean the two products are pulled back to products of ordinary polynomials, where `mul_comm` is available.

```lean
/-- Every polynomial in the creation operator commutes with the cluster operator `p(b)`. -/
theorem clusterComm_creation (b : A) (p q : ℚ[X]) :
    clusterComm (aeval b p) (aeval b q) = 0 := by
  change aeval b q * aeval b p - aeval b p * aeval b q = 0
  rw [← map_mul, ← map_mul, mul_comm q p, sub_self]
```

For the annihilator we need $[a,p(b)]=p'(b)$. A constant commutes with $a$ and has derivative zero. Both sides are additive in $p$. It remains to go from a monomial $q$ to $qX$. If $[a,q(b)]=q'(b)$, then

$$a\,q(b)\,b-q(b)\,b\,a=\bigl(a\,q(b)-q(b)\,a\bigr)b+q(b)\,(ab-ba)=q'(b)\,b+q(b),$$

and the right side is the derivative of $qX$ evaluated at $b$.

These are the three cases of `Polynomial.induction_on`. In the last one, `linear_combination` multiplies the induction hypothesis by $b$ on the right and the commutation relation by $q(b)$ on the left, exactly as in the display.

```lean
/-- The commutator of the annihilator with the cluster operator `p(b)` is `p'(b)`. -/
theorem clusterComm_annihilator {a b : A} (h : a * b - b * a = 1) (p : ℚ[X]) :
    clusterComm (aeval b p) a = aeval b (derivative p) := by
  change a * aeval b p - aeval b p * a = aeval b (derivative p)
  refine Polynomial.induction_on p ?_ ?_ ?_
  · intro r
    rw [derivative_C, map_zero, aeval_C, sub_eq_zero]
    exact (Algebra.commutes r a).symm
  · intro f g hf hg
    simp only [map_add]
    linear_combination (norm := noncomm_ring) hf + hg
  · -- one more factor of `b` contributes one more canonical commutator
    intro n r ih
    rw [show (C r * X ^ (n + 1) : ℚ[X]) = C r * X ^ n * X by ring]
    generalize (C r * X ^ n : ℚ[X]) = q at ih ⊢
    simp only [derivative_mul, derivative_X, mul_one, map_add, map_mul, aeval_X]
    linear_combination (norm := noncomm_ring) ih * b + aeval b q * h
```

## Many commutators

Suppose that $D(y)=c$ and $D(c)=0$. Then $y$ can absorb at most one commutator, and the Leibniz rule has only two terms:

$$D^{n+1}(Yy)=D^{n+1}(Y)\,y+(n+1)\,D^n(Y)\,c .$$

For $n=0$ this is the product rule. Applying $D$ once more to the right side gives

$$D^{n+2}(Y)\,y+D^{n+1}(Y)\,c+(n+1)\,D^{n+1}(Y)\,c=D^{n+2}(Y)\,y+(n+2)\,D^{n+1}(Y)\,c ,$$

because the term with $D(c)$ vanishes. The rewriting steps in the proof produce the left side, and `module` combines the two multiples of $D^{n+1}(Y)\,c$.

```lean
/-- Leibniz rule for nested commutators of a product `Y y`, when the commutator `c` of the
last factor `y` itself commutes with the cluster operator. -/
theorem nested_mul {T y c : A} (hy : clusterComm T y = c) (hc : clusterComm T c = 0)
    (Y : A) (n : ℕ) :
    (clusterComm T ^ (n + 1)) (Y * y) =
      (clusterComm T ^ (n + 1)) Y * y + ((n : ℚ) + 1) • ((clusterComm T ^ n) Y * c) := by
  induction n with
  | zero => simp [clusterComm_mul, hy]
  | succ n ih =>
    rw [nested_succ T (n + 1) (Y * y), ih, map_add, map_smul, clusterComm_mul,
      clusterComm_mul, hy, hc, mul_zero, add_zero, ← nested_succ T (n + 1) Y,
      ← nested_succ T n Y]
    push_cast
    module
```

Now take $y=a$ and $c=p'(b)$, which satisfy both conditions by the results on single commutators. For $k=0$ the claim $D^k(a^k)=k!\,p'(b)^k$ reads $1=1$. For the step, split off one annihilator:

$$D^{k+1}(a^k a)=D^{k+1}(a^k)\,a+(k+1)\,D^k(a^k)\,p'(b).$$

By the induction hypothesis, $D^{k+1}(a^k)=D\bigl(k!\,p'(b)^k\bigr)=0$. The second term is $(k+1)\,k!\,p'(b)^{k+1}=(k+1)!\,p'(b)^{k+1}$.

The factorial counts the orders in which $k$ annihilators can be paired with $k$ copies of $T$. In the proof, `hck` is the statement that $p'(b)^k$ commutes with $T$.

```lean
/-- The `k`-fold nested commutator of `a^k` with the cluster operator `p(b)` is
`k! p'(b)^k`. -/
theorem nested_annihilator_pow {a b : A} (h : a * b - b * a = 1) (p : ℚ[X]) (k : ℕ) :
    (clusterComm (aeval b p) ^ k) (a ^ k) =
      (k.factorial : ℚ) • aeval b (derivative p) ^ k := by
  induction k with
  | zero => simp
  | succ k ih =>
    have hck : clusterComm (aeval b p) (aeval b (derivative p) ^ k) = 0 := by
      rw [← map_pow]
      exact clusterComm_creation b p _
    -- split off one annihilator; only the term in which it is contracted survives
    rw [pow_succ a k, nested_mul (clusterComm_annihilator h p) (clusterComm_creation b p _),
      nested_succ _ k (a ^ k), ih, map_smul, hck, smul_zero, zero_mul, zero_add,
      smul_mul_assoc, smul_smul, ← pow_succ, Nat.factorial_succ]
    push_cast
    rfl
```

After $k$ commutators no annihilator is left, so the next one gives

$$D^{k+1}(a^k)=k!\,D\bigl(p'(b)^k\bigr)=0,$$

and all deeper ones are commutators of zero. Lean writes $n=k+1+j$ and uses induction on $j$.

```lean
/-- Nested commutators of `a^k` with the cluster operator `p(b)` vanish at every depth
greater than `k`. -/
theorem nested_annihilator_pow_eq_zero {a b : A} (h : a * b - b * a = 1) (p : ℚ[X])
    {k n : ℕ} (hkn : k < n) : (clusterComm (aeval b p) ^ n) (a ^ k) = 0 := by
  obtain ⟨j, rfl⟩ := Nat.exists_eq_add_of_le (show k + 1 ≤ n from hkn)
  clear hkn
  induction j with
  | zero =>
    change (clusterComm (aeval b p) ^ (k + 1)) (a ^ k) = 0
    rw [nested_succ, nested_annihilator_pow h, map_smul, ← map_pow, clusterComm_creation,
      smul_zero]
  | succ j ih => rw [← add_assoc, nested_succ, ih, map_zero]
```

## The Hamiltonian

A creation polynomial on the left passes through the commutators. Since $D(f(b))=0$, the product rule gives $D(f(b)Y)=f(b)\,D(Y)$, and repetition gives

$$D^n(f(b)Y)=f(b)\,D^n(Y).$$

Hence $D^n(q_m(b)a^m)=q_m(b)\,D^n(a^m)=0$ whenever $m<n$. For $n=k$ only the term $m=k$ of $H$ survives, and it equals $k!\,q_k(b)\,p'(b)^k$. For $n=k+1$ no term survives.

The local facts `left` and `low` are these two observations. For the first half of the theorem, `Finset.sum_range_succ` separates the term $m=k$ from the rest.

```lean
/-- For a normal-ordered Hamiltonian with at most `k` annihilators, the `k`-fold nested
commutator with `p(b)` is `k! q_k(b) p'(b)^k`, and the `(k+1)`-fold one vanishes. -/
theorem nested_normalOrdered {a b : A} (h : a * b - b * a = 1) (p : ℚ[X])
    (q : ℕ → ℚ[X]) (k : ℕ) :
    (clusterComm (aeval b p) ^ k) (normalOrdered a b q k) =
        (k.factorial : ℚ) • (aeval b (q k) * aeval b (derivative p) ^ k) ∧
      (clusterComm (aeval b p) ^ (k + 1)) (normalOrdered a b q k) = 0 := by
  -- creation operators on the left pass through the nested commutators
  have left : ∀ (n : ℕ) (f : ℚ[X]) (Y : A), (clusterComm (aeval b p) ^ n) (aeval b f * Y) =
      aeval b f * (clusterComm (aeval b p) ^ n) Y := by
    intro n f Y
    induction n with
    | zero => simp
    | succ n ih =>
      rw [nested_succ _ n (aeval b f * Y), ih, clusterComm_mul, clusterComm_creation,
        zero_mul, zero_add, ← nested_succ _ n Y]
  have low : ∀ m n : ℕ, m < n →
      (clusterComm (aeval b p) ^ n) (aeval b (q m) * a ^ m) = 0 := by
    intro m n hmn
    rw [left, nested_annihilator_pow_eq_zero h p hmn, mul_zero]
  constructor
  · -- only the term with exactly `k` annihilators contributes
    rw [normalOrdered, map_sum, Finset.sum_range_succ,
      Finset.sum_eq_zero (fun m hm => low m k (Finset.mem_range.1 hm)), zero_add, left,
      nested_annihilator_pow h, mul_smul_comm]
  · rw [normalOrdered, map_sum]
    exact Finset.sum_eq_zero (fun m hm => low m (k + 1) (Finset.mem_range.1 hm))
```

## The expansion in a calculation

A coupled-cluster calculation works with the transformed Hamiltonian

$$e^{-T}He^{T}=\sum_{n}\frac{1}{n!}\,D^n(H).$$

For the present $H$ the sum ends at $n=k$, and its last term is $q_k(b)\,p'(b)^k$. A program can start from $C_0=H$, form $C_{n+1}=[C_n,T]/(n+1)$, and add up $C_0,\dots,C_k$.

As an example, take an oscillator with the quartic term $g\,x^4$, where $x=(a+b)/\sqrt2$, $g$ is rational, and the rest of the Hamiltonian is a quadratic polynomial in $a$ and $b$ with rational coefficients. Then $k=4$ and $q_4=g/4$, so the last term is $\tfrac{g}{4}\,p'(b)^4$. With $T=\sum_n t_n b^n$ we have $p'(b)=\sum_{n\ge1} n\,t_n b^{n-1}$, and the amplitudes $t_n$ enter $e^{-T}He^{T}$ with total degree at most four.

The exponential serves here only to show where the commutators are used; the theorems concern the commutators themselves.

## A representation in which the last commutator is nonzero

The general theorem allows $p'(b)^k$ to be zero, for instance when $p$ is constant and $k\geq 1$. To see that the $k$-th commutator can really be present, let the operators act on polynomials $f$ in one variable $X$. The annihilator is differentiation.

```lean
/-- The annihilator on polynomials: differentiation. -/
def lower : Module.End ℚ ℚ[X] := derivative
```

The creation operator is multiplication by $X$.

```lean
/-- The creation operator on polynomials: multiplication by the variable. -/
def raise : Module.End ℚ ℚ[X] := LinearMap.mulLeft ℚ (X : ℚ[X])
```

The constant polynomial $1$ is the vacuum, since its derivative is zero. The monomial $X^n$ stands for $b^n|0\rangle=\sqrt{n!}\,|n\rangle$ in the usual Fock space. The commutation relation is the product rule for derivatives:

$$(Xf)'-Xf'=f .$$

```lean
/-- Differentiation and multiplication by the variable satisfy the canonical commutation
relation. -/
theorem canonical_commutation_witness : lower * raise - raise * lower = 1 := by
  refine LinearMap.ext fun f => ?_
  change derivative (X * f) - X * derivative f = f
  rw [derivative_mul, derivative_X]
  ring
```

In this representation $f(b)$ is multiplication by the polynomial $f$, which is the local fact `act`. Applying the $k$-fold commutator to the vacuum gives

$$D^k(a^k)\,1=k!\,(p')^k .$$

If $p'\neq0$, this is a nonzero polynomial, because a product of nonzero polynomials over the rationals is nonzero. So $D^k(a^k)\neq0$ for every $k$, and the bound on the depth is sharp for $a^k$. The proof assumes that the operator is zero, evaluates it at $1$, and arrives at $(p')^k=0$, which is a contradiction.

```lean
/-- On polynomials, the `k`-fold nested commutator of `a^k` with `p(b)` is nonzero
whenever `p' ≠ 0`. -/
theorem nested_annihilator_pow_ne_zero {p : ℚ[X]} (hp : derivative p ≠ 0) (k : ℕ) :
    (clusterComm (aeval raise p) ^ k) (lower ^ k) ≠ 0 := by
  -- a polynomial in the creation operator acts as multiplication by that polynomial
  have act : ∀ f : ℚ[X], aeval raise f = Algebra.lmul ℚ ℚ[X] f := by
    intro f
    have hf := aeval_algHom_apply (Algebra.lmul ℚ ℚ[X]) (X : ℚ[X]) f
    rw [aeval_X_left_apply] at hf
    exact hf
  rw [nested_annihilator_pow canonical_commutation_witness, ← map_pow, act]
  refine smul_ne_zero (Nat.cast_ne_zero.2 k.factorial_ne_zero) fun h0 => ?_
  have h1 : derivative p ^ k * 1 = 0 := LinearMap.congr_fun h0 (1 : ℚ[X])
  rw [mul_one] at h1
  exact pow_ne_zero k hp h1

end

end BosonicCoupledCluster
```

```lean
#print axioms BosonicCoupledCluster.nested_annihilator_pow_eq_zero
#print axioms BosonicCoupledCluster.nested_normalOrdered
#print axioms BosonicCoupledCluster.nested_annihilator_pow_ne_zero
```

```
'BosonicCoupledCluster.nested_annihilator_pow_eq_zero' depends on axioms: [propext, Classical.choice, Quot.sound]
'BosonicCoupledCluster.nested_normalOrdered' depends on axioms: [propext, Classical.choice, Quot.sound]
'BosonicCoupledCluster.nested_annihilator_pow_ne_zero' depends on axioms: [propext, Classical.choice, Quot.sound]
```

## Fock-space operators and truncated matrices

The statement could also have been modelled with operators on the Hilbert space of the oscillator. That would supply adjoints and norms, and questions about the state $e^{T}|0\rangle$ could then be asked. For $T=t\,b^2$, for example, this state is normalisable only if $|t|<\tfrac12$. The price is that $a$ and $b$ are unbounded, so every product needs a domain. The algebraic version avoids this, and its identities hold for every $t$ in the rationals, whether or not the state has a finite norm.

Finite matrices are a different matter. The trace of $ab-ba$ is zero, while the trace of the $N\times N$ identity is $N$, so the hypothesis fails for every $N\geq1$. With the usual truncated ladder matrices for $N$ levels, the commutator is $\mathrm{diag}(1,\dots,1,1-N)$. For $N\geq2$ and $T=b$, the double commutator $[[a,b],b]$ then has a nonzero entry at the edge of the basis, although $D^2(a)=0$ in the exact algebra. A program that checks the termination numerically should therefore manipulate normal-ordered polynomials, or keep its comparison away from the highest levels.

The theorems treat one mode, with rational coefficients in $p$ and in the $q_m$. Several coupled modes, and real or complex amplitudes, would need a more general statement.
